# Levinson's Theorem for Rational Jost Functions with Zeros on the Imaginary Axis and Poles on Its Negative Half

Let $j$ run over a finite index set, let $a_j$ be real and $b_j>0$, and put
$$F(k)=\prod_j\frac{k-ia_j}{k+ib_j}.$$
If $\delta$ is continuous on $k>0$, vanishes as $k\to\infty$ and satisfies $F=|F|e^{-i\delta}$ there, then
$$\delta(k)=\sum_j\Big[\arctan\frac{a_j}{k}+\arctan\frac{b_j}{k}\Big],\qquad \lim_{k\to0^+}\delta(k)=\pi n_++\frac{\pi}{2}n_0,$$
where $n_+$ and $n_0$ are the numbers of indices with $a_j>0$ and $a_j=0$.

When $F$ is the s-wave Jost function of a short-range potential, the threshold limit of the phase shift is $\pi$ times the number of bound states, plus $\pi/2$ if there is a zero-energy resonance. The product is assumed here, not derived from a potential.

## The function, its phase and the two counts

The index set is the finite type `ι`, and the parameters are functions `a b : ι → ℝ`.

In Lean 4 with Mathlib:

```lean
import Mathlib

open Filter Topology Complex
open scoped Real

namespace RationalJost

noncomputable section

variable {ι : Type*} [Fintype ι]
```

The Jost function takes complex $k$, since bound states sit off the real axis.

```lean
/-- The rational Jost function `F(k) = ∏ (k - i a_j)/(k + i b_j)`, for complex `k` different
from every `-i b_j`. -/
def jost (a b : ι → ℝ) (k : ℂ) : ℂ := ∏ j, (k - I * a j) / (k + I * b j)
```

The candidate phase is the arctangent sum, with each arctangent in $(-\pi/2,\pi/2)$.

```lean
/-- The explicit phase `∑ (arctan (a_j/k) + arctan (b_j/k))`, for real `k ≠ 0`. -/
def phaseShift (a b : ι → ℝ) (k : ℝ) : ℝ :=
  ∑ j, (Real.arctan (a j / k) + Real.arctan (b j / k))
```

The counts $n_+$ and $n_0$ run over indices, so repeated values of $a_j$ are counted repeatedly.

```lean
/-- The number of indices with `a_j > 0`. -/
def positiveCount (a : ι → ℝ) : ℕ := (Finset.univ.filter fun j => 0 < a j).card

/-- The number of indices with `a_j = 0`. -/
def zeroCount (a : ι → ℝ) : ℕ := (Finset.univ.filter fun j => a j = 0).card
```

## Polar form on the positive axis

For $k>0$ and real $x$, set $\theta=\arctan(x/k)$. Then $\cos\theta>0$, and $r=k/\cos\theta$ gives $r\cos\theta=k$ and $r\sin\theta=k\tan\theta=x$. Hence
$$k-ix=r(\cos\theta-i\sin\theta)=re^{-i\theta},\qquad r=|k-ix|.$$

```lean
/-- For `k > 0` the number `k - i x` has the phase `-arctan (x/k)`. -/
theorem linear_polar (x : ℝ) {k : ℝ} (hk : 0 < k) :
    (k : ℂ) - I * x = ‖(k : ℂ) - I * x‖ * exp (-(Real.arctan (x / k) : ℂ) * I) := by
  have hc := Real.cos_arctan_pos (x / k)
  have ht := Real.tan_mul_cos hc.ne'
  rw [Real.tan_arctan] at ht
  generalize Real.arctan (x / k) = θ at hc ht ⊢
  obtain ⟨r, hr, e1, e2⟩ : ∃ r : ℝ, 0 < r ∧ r * Real.cos θ = k ∧ r * Real.sin θ = x := by
    refine ⟨k / Real.cos θ, div_pos hk hc, div_mul_cancel₀ _ hc.ne', ?_⟩
    rw [← ht]
    field_simp
  have e1' : (r : ℂ) * (Real.cos θ : ℂ) = k := by exact_mod_cast e1
  have e2' : (r : ℂ) * (Real.sin θ : ℂ) = x := by exact_mod_cast e2
  have h : (k : ℂ) - I * x = r * exp (-(θ : ℂ) * I) := by
    rw [Complex.exp_mul_I, Complex.cos_neg, Complex.sin_neg, ← ofReal_cos, ← ofReal_sin]
    linear_combination -e1' + I * e2'
  have hn : ‖(k : ℂ) - I * x‖ = r := by
    rw [h, norm_mul, ← ofReal_neg, norm_exp_ofReal_mul_I, mul_one, Complex.norm_real,
      Real.norm_of_nonneg hr.le]
  rw [hn, h]
```

Taking $x=a_j$ gives the numerator the phase $-\arctan(a_j/k)$; taking $x=-b_j$ gives the denominator the phase $+\arctan(b_j/k)$. The quotient has phase $-\arctan(a_j/k)-\arctan(b_j/k)$, and phases add in the product.

```lean
/-- For `k > 0` the Jost function is `F = |F| exp(-i δ)` with the explicit phase `δ`. -/
theorem jost_polar (a b : ι → ℝ) {k : ℝ} (hk : 0 < k) :
    jost a b k = ‖jost a b k‖ * exp (-(phaseShift a b k : ℂ) * I) := by
  have hs : -(phaseShift a b k : ℂ) * I =
      ∑ j, -((Real.arctan (a j / k) + Real.arctan (b j / k) : ℝ) : ℂ) * I := by
    rw [phaseShift, ofReal_sum, ← Finset.sum_neg_distrib, Finset.sum_mul]
  rw [hs, Complex.exp_sum, jost, norm_prod, ofReal_prod, ← Finset.prod_mul_distrib]
  refine Finset.prod_congr rfl fun j _ => ?_
  -- numerator and denominator in polar form
  have h1 := linear_polar (a j) hk
  have h2 := linear_polar (-b j) hk
  rw [neg_div, Real.arctan_neg, ofReal_neg, ofReal_neg, neg_neg, mul_neg, sub_neg_eq_add] at h2
  have he : -((Real.arctan (a j / k) + Real.arctan (b j / k) : ℝ) : ℂ) * I =
      -(Real.arctan (a j / k) : ℂ) * I - (Real.arctan (b j / k) : ℂ) * I := by
    rw [ofReal_add]
    ring
  rw [he, Complex.exp_sub, norm_div, ofReal_div, ← mul_div_mul_comm, ← h1, ← h2]
```

Every numerator and denominator has real part $k>0$, so $F(k)\neq0$.

```lean
/-- The Jost function has no zero at real `k > 0`. -/
theorem jost_ne_zero (a b : ι → ℝ) {k : ℝ} (hk : 0 < k) : jost a b k ≠ 0 := by
  refine Finset.prod_ne_zero_iff.mpr fun j _ => div_ne_zero ?_ ?_
  all_goals
    intro h
    have h' := congrArg Complex.re h
    simp at h'
    exact hk.ne' h'
```

## The phase as a scattering phase

For real $k>0$,
$$\frac{-k-ia_j}{-k+ib_j}=\frac{k+ia_j}{k-ib_j}=\overline{\left(\frac{k-ia_j}{k+ib_j}\right)}.$$
Thus $F(-k)=\overline{F(k)}=|F(k)|e^{i\delta(k)}$, and dividing by $F(k)=|F(k)|e^{-i\delta(k)}$ gives $S(k)=F(-k)/F(k)=e^{2i\delta(k)}$. This fixes the sign convention for $\delta$.

```lean
/-- For `k > 0` the scattering matrix `F(-k)/F(k)` equals `exp(2 i δ)`. -/
theorem scattering_matrix (a b : ι → ℝ) {k : ℝ} (hk : 0 < k) :
    jost a b (-(k : ℂ)) / jost a b k = exp (2 * (phaseShift a b k : ℂ) * I) := by
  -- reflection of k is complex conjugation of F
  have hneg : jost a b (-(k : ℂ)) = starRingEnd ℂ (jost a b k) := by
    rw [jost, jost, map_prod]
    refine Finset.prod_congr rfl fun j _ => ?_
    simp only [map_div₀, map_sub, map_add, map_mul, conj_ofReal, conj_I]
    rw [← neg_div_neg_eq]
    congr 1 <;> ring
  have h := jost_polar a b hk
  have hconj := congrArg (starRingEnd ℂ) h
  rw [map_mul, conj_ofReal, ← exp_conj, map_mul, map_neg, conj_ofReal, conj_I,
    neg_mul_neg] at hconj
  rw [div_eq_iff (jost_ne_zero a b hk), hneg]
  calc starRingEnd ℂ (jost a b k)
      = ‖jost a b k‖ * exp ((phaseShift a b k : ℂ) * I) := hconj
    _ = exp (2 * (phaseShift a b k : ℂ) * I) *
          (‖jost a b k‖ * exp (-(phaseShift a b k : ℂ) * I)) := by
        rw [mul_left_comm, ← Complex.exp_add]
        congr 2
        ring
    _ = exp (2 * (phaseShift a b k : ℂ) * I) * jost a b k := by rw [← h]
```

## High energy and threshold

Each $\arctan(x/k)$ is continuous on $k>0$ and tends to $\arctan 0=0$ as $k\to\infty$. Finite sums inherit both properties.

```lean
/-- The explicit phase is continuous on `k > 0` and vanishes as `k → ∞`. -/
theorem phaseShift_regular (a b : ι → ℝ) :
    ContinuousOn (phaseShift a b) (Set.Ioi 0) ∧ Tendsto (phaseShift a b) atTop (𝓝 0) := by
  constructor
  · have hx (x : ℝ) : ContinuousOn (fun k : ℝ => Real.arctan (x / k)) (Set.Ioi 0) :=
      Real.continuous_arctan.comp_continuousOn
        (continuousOn_const.div continuousOn_id fun k hk => ne_of_gt hk)
    exact continuousOn_finsetSum _ fun j _ => (hx (a j)).add (hx (b j))
  · have hx (x : ℝ) : Tendsto (fun k : ℝ => Real.arctan (x / k)) atTop (𝓝 0) := by
      have h := (Real.continuous_arctan.tendsto 0).comp
        ((tendsto_const_nhds (x := x)).div_atTop tendsto_id)
      rw [Real.arctan_zero] at h
      exact h
    have h := tendsto_finsetSum Finset.univ fun j _ => (hx (a j)).add (hx (b j))
    simp only [add_zero, Finset.sum_const_zero] at h
    exact h
```

As $k\to0^+$, $\arctan(x/k)$ tends to $\pi/2$, $0$ or $-\pi/2$ for $x$ positive, zero or negative. Since $b_j>0$, the $j$-th term tends to
$$\frac{\pi}{2}+\frac{\pi}{2}=\pi,\qquad 0+\frac{\pi}{2}=\frac{\pi}{2},\qquad -\frac{\pi}{2}+\frac{\pi}{2}=0$$
for $a_j$ positive, zero and negative. The proof makes the same three-way split in `hterm`, then sums over $j$.

```lean
/-- If all `b_j > 0`, the explicit phase tends, as `k → 0+`, to `π` per positive `a_j` plus
`π/2` per vanishing `a_j`. -/
theorem phaseShift_threshold (a b : ι → ℝ) (hb : ∀ j, 0 < b j) :
    Tendsto (phaseShift a b) (𝓝[>] 0)
      (𝓝 (π * positiveCount a + π / 2 * zeroCount a)) := by
  have hpos {x : ℝ} (hx : 0 < x) :
      Tendsto (fun k : ℝ => Real.arctan (x / k)) (𝓝[>] 0) (𝓝 (π / 2)) := by
    simp only [div_eq_mul_inv x]
    exact (Real.tendsto_arctan_atTop.mono_right nhdsWithin_le_nhds).comp
      (tendsto_inv_nhdsGT_zero.const_mul_atTop hx)
  -- each factor contributes π, π/2 or 0 according to the sign of a_j
  have hterm (x y : ℝ) (hy : 0 < y) :
      Tendsto (fun k : ℝ => Real.arctan (x / k) + Real.arctan (y / k)) (𝓝[>] 0)
        (𝓝 ((if 0 < x then π else 0) + if x = 0 then π / 2 else 0)) := by
    rcases lt_trichotomy x 0 with h | h | h
    · have h' := (hpos (neg_pos.2 h)).neg.add (hpos hy)
      simpa [neg_div, Real.arctan_neg, not_lt_of_ge h.le, h.ne] using h'
    · subst h
      simpa using hpos hy
    · have h' := (hpos h).add (hpos hy)
      rw [add_halves] at h'
      simpa [h, h.ne'] using h'
  have hs : ∑ j, ((if 0 < a j then π else 0) + if a j = 0 then π / 2 else 0) =
      π * positiveCount a + π / 2 * zeroCount a := by
    rw [Finset.sum_add_distrib, ← Finset.sum_filter, ← Finset.sum_filter, Finset.sum_const,
      Finset.sum_const, nsmul_eq_mul, nsmul_eq_mul, positiveCount, zeroCount]
    ring
  rw [← hs]
  exact tendsto_finsetSum Finset.univ fun j _ => hterm (a j) (b j) (hb j)
```

## Any admissible phase is the arctangent sum

In `levinson`, `δ` is an arbitrary real function, constrained by `hcont` (continuity on $k>0$), `hinf` (decay at infinity) and `hF` (the polar form). The notation `𝓝[>] 0` means approach to threshold from above.

Let $D$ be $\delta$ minus the arctangent sum. Both are phases of the same nonzero number, so $e^{iD}=1$ and $\cos D=1$. Fix $k>0$. Since $D\to0$, some $q\ge k$ has $|D(q)|<\pi$. If $|D(k)|\ge\pi$, the intermediate value theorem gives $x\in[k,q]$ with $|D(x)|=\pi$, hence $\cos D(x)=-1$, a contradiction. So $|D(k)|<\pi$, and $\cos D(k)=1$ forces $D(k)=0$. The threshold limit then carries over to $\delta$.

```lean
/-- Levinson's theorem for rational Jost functions with all `b_j > 0`: a phase `δ` of `F`,
continuous on `k > 0` and vanishing at infinity, is the arctangent sum, and its limit at `0+`
is `π` per positive `a_j` plus `π/2` per vanishing `a_j`. -/
theorem levinson (a b : ι → ℝ) (hb : ∀ j, 0 < b j) (δ : ℝ → ℝ)
    (hcont : ContinuousOn δ (Set.Ioi 0)) (hinf : Tendsto δ atTop (𝓝 0))
    (hF : ∀ k : ℝ, 0 < k → jost a b k = ‖jost a b k‖ * exp (-(δ k : ℂ) * I)) :
    (∀ k : ℝ, 0 < k → δ k = phaseShift a b k) ∧
      Tendsto δ (𝓝[>] 0) (𝓝 (π * positiveCount a + π / 2 * zeroCount a)) := by
  obtain ⟨pc, pinf⟩ := phaseShift_regular a b
  -- two phases of F differ by a multiple of 2π
  have hcos (k : ℝ) (hk : 0 < k) : Real.cos (δ k - phaseShift a b k) = 1 := by
    have hn : (‖jost a b k‖ : ℂ) ≠ 0 :=
      ofReal_ne_zero.mpr (norm_ne_zero_iff.mpr (jost_ne_zero a b hk))
    have he := mul_left_cancel₀ hn ((hF k hk).symm.trans (jost_polar a b hk))
    have h1 : exp (((δ k - phaseShift a b k : ℝ) : ℂ) * I) = 1 := by
      have h2 : ((δ k - phaseShift a b k : ℝ) : ℂ) * I =
          -(phaseShift a b k : ℂ) * I - -(δ k : ℂ) * I := by
        rw [ofReal_sub]
        ring
      rw [h2, Complex.exp_sub, he, div_self (Complex.exp_ne_zero _)]
    rw [← exp_ofReal_mul_I_re, h1, one_re]
  have heq (k : ℝ) (hk : 0 < k) : δ k = phaseShift a b k := by
    have hlim : Tendsto (fun q => |δ q - phaseShift a b q|) atTop (𝓝 0) := by
      simpa using (hinf.sub pinf).abs
    obtain ⟨q, hq, hkq⟩ :=
      ((hlim.eventually (gt_mem_nhds Real.pi_pos)).and (eventually_ge_atTop k)).exists
    have hlt : |δ k - phaseShift a b k| < π := by
      by_contra hge
      -- a jump by 2π would have to pass through π
      have hc : ContinuousOn (fun q => |δ q - phaseShift a b q|) (Set.Icc k q) :=
        ((hcont.sub pc).abs).mono fun x hx => lt_of_lt_of_le hk hx.1
      obtain ⟨x, hx, hxp⟩ := intermediate_value_Icc' hkq hc ⟨hq.le, not_lt.mp hge⟩
      have h1 := hcos x (lt_of_lt_of_le hk hx.1)
      have hxp' : |δ x - phaseShift a b x| = π := hxp
      rw [← Real.cos_abs, hxp', Real.cos_pi] at h1
      norm_num at h1
    have hb' := abs_lt.mp hlt
    have h0 := (Real.cos_eq_one_iff_of_lt_of_lt (by linarith [Real.pi_pos])
      (by linarith [Real.pi_pos])).mp (hcos k hk)
    linarith
  refine ⟨heq, (phaseShift_threshold a b hb).congr' ?_⟩
  filter_upwards [self_mem_nhdsWithin] with k hk
  exact (heq k hk).symm
```

The condition $b_j>0$ keeps the poles of $F$ out of the upper half plane, where bound states are read off. Without it the count fails: a single factor with $a=1$, $b=-1$ is $F(k)=(k-i)/(k-i)=1$ for $k>0$. Its phase is $\delta=0$, while the formula would give $\pi$.

## Counting zeros in the upper half plane

If $\operatorname{Im}k>0$, every denominator has imaginary part $\operatorname{Im}k+b_j>0$, so $F(k)=0$ exactly when $k=ia_j$ for some $j$, necessarily with $a_j>0$. For distinct $a_j$ these points are distinct and number $n_+$. Distinctness matters because `ncard` counts points without multiplicity.

```lean
/-- If all `b_j > 0` and the `a_j` are distinct, the number of positive `a_j` is the number of
zeros of the Jost function in the open upper half plane. -/
theorem ncard_upper_zeros (a b : ι → ℝ) (hb : ∀ j, 0 < b j) (ha : Function.Injective a) :
    {k : ℂ | 0 < k.im ∧ jost a b k = 0}.ncard = positiveCount a := by
  have hinj : Function.Injective fun j => I * (a j : ℂ) := fun i j h =>
    ha (ofReal_injective (mul_left_cancel₀ I_ne_zero h))
  have hset : {k : ℂ | 0 < k.im ∧ jost a b k = 0} =
      (fun j => I * (a j : ℂ)) '' ((Finset.univ.filter fun j => 0 < a j : Finset ι) : Set ι) := by
    ext k
    simp only [Set.mem_ofPred_eq, Set.mem_image, Finset.mem_coe, Finset.mem_filter,
      Finset.mem_univ, true_and, jost, Finset.prod_eq_zero_iff, div_eq_zero_iff]
    constructor
    · rintro ⟨hk, j, h | h⟩
      · have hkj := sub_eq_zero.mp h
        refine ⟨j, ?_, hkj.symm⟩
        rw [hkj] at hk
        simpa using hk
      · -- the poles lie in the lower half plane
        have him := congrArg Complex.im h
        simp at him
        linarith [hb j]
    · rintro ⟨j, hj, rfl⟩
      exact ⟨by simpa using hj, j, Or.inl (sub_self _)⟩
  rw [hset, Set.ncard_image_of_injective _ hinj, Set.ncard_coe_finset, positiveCount]

end

end RationalJost
```

When $F$ is the s-wave Jost function of a short-range potential for a particle of mass $m$, a zero at $ia_j$ with $a_j>0$ is a bound state of energy $-\hbar^2a_j^2/2m$, and $a_j=0$ signals a zero-energy resonance, the source of the half-step $\pi/2$.

```lean
#print axioms RationalJost.scattering_matrix
#print axioms RationalJost.levinson
#print axioms RationalJost.ncard_upper_zeros
```

```
'RationalJost.scattering_matrix' depends on axioms: [propext, Classical.choice, Quot.sound]
'RationalJost.levinson' depends on axioms: [propext, Classical.choice, Quot.sound]
'RationalJost.ncard_upper_zeros' depends on axioms: [propext, Classical.choice, Quot.sound]
```
